# The determinant of a weakly diagonally dominant real matrix never has the opposite sign to the product of its diagonal entries

Take a finite real matrix, such as a one-particle Hamiltonian with on-site energies on the diagonal and real hopping amplitudes off it; symmetry is not needed. If each diagonal entry is at least as large in absolute value as the sum of the absolute values of the other entries in its row, the theorem says that the determinant times the product of the diagonal entries is nonnegative. The proof supposes this quantity negative, which rules out a zero on the diagonal, and then scales the off-diagonal entries by a factor `t` running from 0 to 1. The quantity starts as a square and ends negative, so it vanishes at some `t` below 1, yet there the matrix is strictly dominant and its determinant cannot be zero.

The failing Lean file:

```lean
import Mathlib

open Matrix

namespace DetMulDiagNonneg

variable {n : Type*} [Fintype n] [DecidableEq n]

/-- The Gershgorin radius of site `i`: the sum of the absolute values of the
off-diagonal entries in row `i`. -/
def radius (H : Matrix n n ℝ) (i : n) : ℝ := ∑ j ∈ Finset.univ.erase i, |H i j|

/-- If every diagonal entry of a real matrix is at least as large in absolute value as the
radius of its row, the determinant times the product of the diagonal entries is nonnegative. -/
theorem det_mul_diag_nonneg (A : Matrix n n ℝ) (h : ∀ i, radius A i ≤ |A i i|) :
    0 ≤ A.det * ∏ i, A i i := by
  by_contra hcon
  have hneg := not_le.1 hcon
  have hd : ∀ i, A i i ≠ 0 := by
    intro i hi
    rw [Finset.prod_eq_zero (Finset.mem_univ i) hi, mul_zero] at hneg
    exact lt_irrefl _ hneg
  -- switch on the off-diagonal couplings with a strength t from 0 to 1
  let D : Matrix n n ℝ := Matrix.diagonal fun i => A i i
  let M : ℝ → Matrix n n ℝ := fun t => D + t • (A - D)
  have hM : Continuous M := continuous_const.add (continuous_id.smul continuous_const)
  have hg : Continuous fun t => (M t).det * ∏ i, A i i := hM.matrix_det.mul continuous_const
  have h0 : 0 ≤ (M 0).det * ∏ i, A i i := by
    have e : M 0 = D := by simp [M]
    rw [e, Matrix.det_diagonal]
    exact mul_self_nonneg _
  have e1 : M 1 = A := by simp [M]
  have h1 : (M 1).det * ∏ i, A i i < 0 := by rw [e1]; exact hneg
  obtain ⟨t, ht, hzero⟩ :=
    intermediate_value_Icc' zero_le_one hg.continuousOn ⟨h1.le, h0⟩
  have ht1 : t < 1 := by
    refine lt_of_le_of_ne ht.2 ?_
    rintro rfl
    exact h1.ne hzero
  -- below full strength the matrix is strictly dominant, hence invertible
  have hdet : (M t).det ≠ 0 := by
    apply det_ne_zero_of_sum_row_lt_diag
    intro i
    have hs : ∑ j ∈ Finset.univ.erase i, ‖M t i j‖ = t * radius A i := by
      rw [radius, Finset.mul_sum]
      refine Finset.sum_congr rfl fun j hj => ?_
      have hij : i ≠ j := (Finset.ne_of_mem_erase hj).symm
      have e : M t i j = t * A i j := by simp [M, D, Matrix.diagonal_apply_ne _ hij]
      rw [e, Real.norm_eq_abs, abs_mul, abs_of_nonneg ht.1]
    have e : M t i i = A i i := by simp [M, D]
    rw [hs, e, Real.norm_eq_abs]
    nlinarith [mul_le_mul_of_nonneg_left (h i) ht.1,
      mul_pos (sub_pos.2 ht1) (abs_pos.2 (hd i))]
  exact mul_ne_zero hdet (Finset.prod_ne_zero_iff.2 fun i _ => hd i) hzero

end DetMulDiagNonneg
```

Lean reports:

```
Main.lean:21:8: error: Tactic `rewrite` failed: Did not find an occurrence of the pattern
  ∏ j, A i j
in the target expression
  A.det * ∏ i, A i i < 0

n : Type u_1
inst✝¹ : Fintype n
inst✝ : DecidableEq n
A : Matrix n n ℝ
h : ∀ (i : n), radius A i ≤ |A i i|
hcon : ¬0 ≤ A.det * ∏ i, A i i
hneg : A.det * ∏ i, A i i < 0
i : n
hi : A i i = 0
⊢ False
```

Cause. The error is in the step showing that no diagonal entry is zero. `Finset.prod_eq_zero` needs a function `f` with `f i = 0`, and inside `rw` nothing but `hi : A i i = 0` says which function is meant. Lean has to match `f i` with `A i i`, and it takes `f` to be `A i`, the whole of row `i`, applied to the last `i`. The equation it gets is therefore about `∏ j, A i j`, the product along row `i`. That is a true statement, but `hneg` contains the product down the diagonal, so the rewrite finds nothing to replace.

The repair first states the wanted equation as `hprod : ∏ j, A j j = 0`. The stated type fixes `f` as `fun j => A j j`, whose value at `i` is `A i i`, so `hi` still serves as the proof. Rewriting with `hprod` then finds the diagonal product, `mul_zero` turns `hneg` into `0 < 0`, and the existing `lt_irrefl` line closes the step.

After these edits no error is left:

```diff
@@ -19,5 +19,6 @@
   have hd : ∀ i, A i i ≠ 0 := by
     intro i hi
-    rw [Finset.prod_eq_zero (Finset.mem_univ i) hi, mul_zero] at hneg
+    have hprod : ∏ j, A j j = 0 := Finset.prod_eq_zero (Finset.mem_univ i) hi
+    rw [hprod, mul_zero] at hneg
     exact lt_irrefl _ hneg
   -- switch on the off-diagonal couplings with a strength t from 0 to 1
```
